# Second-sound speed in a linearised, undamped phonon gas with several branches

## From branch slopes to a wave speed

Consider an isotropic model of a three-dimensional phonon gas at low temperature, in which collisions conserve crystal momentum and keep all branches at a common drift velocity. The speed \(c\) of second sound can then be estimated from the slopes of the acoustic branches. These slopes are the sound speeds \(v_j>0\), and they enter through two sums:

\[
E_0=\sum_j v_j^{-3},\qquad P_0=\sum_j v_j^{-5},\qquad c^2=\frac{E_0}{3P_0}.
\]

In the linearised, undamped model below, this is the only squared speed at which a non-constant wave can travel without changing shape.

Take two transverse branches of speed 1 and one longitudinal branch of speed 2, in arbitrary units. Then \(E_0=17/8\), \(P_0=65/32\) and \(c^2=68/195\), so \(c\approx0.591\). The driftless formula discussed below gives \(c_{\rm d}^2=20/51\), or \(c_{\rm d}\approx0.626\), about 6% higher.

## Energy and momentum balances

Consider isotropic branches with \(\omega=v_jq\) at low temperature, where collisions conserve crystal momentum and the phonons share a small drift velocity \(u\). Each branch has an equilibrium energy density proportional to \(v_j^{-3}\). Divide all densities by the common temperature-dependent factor, and let \(e\) be the deviation of the energy density from equilibrium in these units.

To first order, the drift gives branch \(j\) the momentum density \(\frac43v_j^{-5}u\). Its energy flux is \(v_j^2\) times this, and the momentum flux of the whole gas changes by \(e/3\). Summing over branches gives, when the drift points along \(x\) and both \(e\) and \(u\) vary only along \(x\),

\[
e_t+\tfrac43E_0u_x=0,\qquad \tfrac43P_0u_t+\tfrac13e_x=0.
\]

The formal work starts from these two equations. They contain no viscosity and no momentum-destroying scattering.

The driftless value is

\[
c_{\rm d}^2=\frac{\sum_j v_j^{-1}}{3E_0},
\]

the average of \(v_j^2/3\) weighted by the branch heat capacities. It belongs to a picture in which the heat flux itself, and not a common drift, is the slow variable. Here it enters as a formula for comparison, without a wave equation of its own.

## Which speeds allow a travelling wave

Let \(c\) now be any real number, and put \(e=f(x-ct)\) and \(u=g(x-ct)\). The chain rule turns the balances into

\[
-cf'+\tfrac43E_0g'=0,\qquad -\tfrac43P_0cg'+\tfrac13f'=0.
\]

The second equation gives \(f'=4P_0cg'\). Inserting this into the first yields

\[
(E_0-3P_0c^2)\,g'=0.
\]

If \(c^2\ne E_0/(3P_0)\), then \(g'=0\), hence \(f'=0\), and both profiles are constant.

If \(c^2=E_0/(3P_0)\), choose any differentiable \(f\) and set \(g=\frac{3c}{4E_0}f\). The first balance becomes \(-cf'+cf'=0\). The second becomes \((\frac13-P_0c^2/E_0)f'=0\), which also holds. Pulses of any differentiable shape therefore travel unchanged, in either direction according to the sign of \(c\).

When all branches have the same speed \(w\), \(E_0=w^2P_0\) and the allowed value is \(c^2=w^2/3\). A single branch is a special case.

## The gap to the driftless value

For any number \(m\), expanding the square gives

\[
\sum_j\frac{(v_j^2-m)^2}{v_j^5}=\sum_j\frac1{v_j}-2mE_0+m^2P_0.
\]

Let \(c\) again be the second-sound speed. With \(m=3c^2=E_0/P_0\), the right side is \(\sum_jv_j^{-1}-E_0^2/P_0\). Division by \(3E_0\) gives

\[
c_{\rm d}^2-c^2=\frac1{3E_0}\sum_j\frac{(v_j^2-3c^2)^2}{v_j^5}\ge0.
\]

Equality forces \(v_j^2=3c^2\) for every \(j\), so all speeds coincide. Conversely, for a common speed every term vanishes.

## The statement in Lean

The finite type `ι` labels the branches, and `v : ι → ℝ` gives their speeds. Degenerate branches have separate labels and are counted separately. `[Nonempty ι]` supplies at least one branch, and `hv` makes every speed positive. The definitions `energyMoment`, `momentumMoment`, `secondSoundSq` and `driftlessSq` are \(E_0\), \(P_0\), \(E_0/(3P_0)\) and \(c_{\rm d}^2\).

`SolvesBalance v e u` says that at every point all four partial derivatives exist and satisfy both balances. In `travelling_wave_iff`, non-constant means that at least one of `f` and `g` takes two different values. The theorem says that such a travelling solution exists exactly when `c ^ 2 = secondSoundSq v`. Anisotropy, curved dispersion and damping lie beyond this model.

```lean
import Mathlib

open Finset

namespace SecondSound

noncomputable section

variable {ι : Type*} [Fintype ι]

/-- The energy moment `E0 = ∑ 1 / v_j ^ 3` of the phonon branches, for nonzero speeds `v_j`. -/
def energyMoment (v : ι → ℝ) : ℝ := ∑ j, 1 / v j ^ 3

/-- The momentum moment `P0 = ∑ 1 / v_j ^ 5` of the phonon branches, for nonzero speeds `v_j`. -/
def momentumMoment (v : ι → ℝ) : ℝ := ∑ j, 1 / v j ^ 5

/-- The squared speed `E0 / (3 P0)`, for at least one branch and positive branch speeds. -/
def secondSoundSq (v : ι → ℝ) : ℝ := energyMoment v / (3 * momentumMoment v)

/-- The driftless squared speed `(∑ 1 / v_j) / (3 E0)`, for at least one branch and positive
branch speeds. -/
def driftlessSq (v : ι → ℝ) : ℝ := (∑ j, 1 / v j) / (3 * energyMoment v)

/-- The energy density `e x t` and drift velocity `u x t` have partial derivatives everywhere and
obey the balances `e_t + (4/3) E0 u_x = 0` and `(4/3) P0 u_t + e_x / 3 = 0`. -/
def SolvesBalance (v : ι → ℝ) (e u : ℝ → ℝ → ℝ) : Prop :=
  ∀ x t, ∃ et ex ut ux : ℝ,
    HasDerivAt (fun s => e x s) et t ∧ HasDerivAt (fun y => e y t) ex x ∧
    HasDerivAt (fun s => u x s) ut t ∧ HasDerivAt (fun y => u y t) ux x ∧
    et + 4 / 3 * energyMoment v * ux = 0 ∧
    4 / 3 * momentumMoment v * ut + ex / 3 = 0

/-- With at least one branch and positive speeds, both moments are positive. -/
theorem moments_pos [Nonempty ι] (v : ι → ℝ) (hv : ∀ j, 0 < v j) :
    0 < energyMoment v ∧ 0 < momentumMoment v :=
  ⟨Finset.sum_pos (fun j _ => one_div_pos.mpr (pow_pos (hv j) 3)) Finset.univ_nonempty,
   Finset.sum_pos (fun j _ => one_div_pos.mpr (pow_pos (hv j) 5)) Finset.univ_nonempty⟩

/-- A profile with slope `a` at `x - c t`, moving at speed `c`, changes in time at the rate
`-c a` and in space at the rate `a`. -/
theorem travelling_deriv {f : ℝ → ℝ} {a c x t : ℝ} (h : HasDerivAt f a (x - c * t)) :
    HasDerivAt (fun s => f (x - c * s)) (-c * a) t ∧
      HasDerivAt (fun y => f (y - c * t)) a x := by
  constructor
  · have h1 : HasDerivAt (fun s : ℝ => x - c * s) (-c) t :=
      (((hasDerivAt_id' t).const_mul c).const_sub x).congr_deriv (by ring)
    have h2 : HasDerivAt f a ((fun s : ℝ => x - c * s) t) := h
    exact (h2.comp t h1).congr_deriv (by ring)
  · have h1 : HasDerivAt (fun y : ℝ => y - c * t) 1 x := (hasDerivAt_id' x).sub_const (c * t)
    have h2 : HasDerivAt f a ((fun y : ℝ => y - c * t) x) := h
    exact (h2.comp x h1).congr_deriv (by ring)

/-- With at least one branch, positive branch speeds and `c ^ 2 = E0 / (3 P0)`, every differentiable
energy profile travels unchanged at speed `c`, together with a drift `3 c / (4 E0)` times the energy
profile. -/
theorem every_profile_travels [Nonempty ι] (v : ι → ℝ) (hv : ∀ j, 0 < v j) {c : ℝ}
    (hc : c ^ 2 = secondSoundSq v) {f : ℝ → ℝ} (hf : Differentiable ℝ f) :
    SolvesBalance v (fun x t => f (x - c * t))
      (fun x t => 3 * c / (4 * energyMoment v) * f (x - c * t)) := by
  obtain ⟨hE, hP⟩ := moments_pos v hv
  have h : c ^ 2 * (3 * momentumMoment v) = energyMoment v := by
    rw [hc, secondSoundSq]
    exact div_mul_cancel₀ _ (by positivity)
  obtain ⟨k, hkdef⟩ : ∃ k, k = 3 * c / (4 * energyMoment v) := ⟨_, rfl⟩
  rw [← hkdef]
  -- the ratio k of drift to energy satisfies both balances
  have hk : energyMoment v * k = 3 * c / 4 := by
    rw [hkdef]
    field_simp
  have hk2 : momentumMoment v * c * k = 1 / 4 := by
    apply mul_left_cancel₀ hE.ne'
    linear_combination momentumMoment v * c * hk + 1 / 4 * h
  intro x t
  obtain ⟨ht, hx⟩ := travelling_deriv (hf (x - c * t)).hasDerivAt
  refine ⟨_, _, _, _, ht, hx, ht.const_mul k, hx.const_mul k, ?_, ?_⟩
  · linear_combination 4 / 3 * deriv f (x - c * t) * hk
  · linear_combination -(4 / 3) * deriv f (x - c * t) * hk2

/-- With at least one branch and positive branch speeds, the balances have a non-constant solution
depending only on `x - c t` if and only if `c ^ 2 = E0 / (3 P0)`. -/
theorem travelling_wave_iff [Nonempty ι] (v : ι → ℝ) (hv : ∀ j, 0 < v j) (c : ℝ) :
    (∃ f g : ℝ → ℝ, (∃ a b, f a ≠ f b ∨ g a ≠ g b) ∧
      SolvesBalance v (fun x t => f (x - c * t)) (fun x t => g (x - c * t))) ↔
    c ^ 2 = secondSoundSq v := by
  obtain ⟨hE, hP⟩ := moments_pos v hv
  constructor
  · rintro ⟨f, g, ⟨a, b, hab⟩, hs⟩
    by_contra hc
    have hne : energyMoment v - 3 * momentumMoment v * c ^ 2 ≠ 0 := by
      intro h
      apply hc
      rw [secondSoundSq, eq_div_iff (by positivity)]
      linear_combination -h
    -- away from the critical speed both slopes vanish
    have key : ∀ z, HasDerivAt f 0 z ∧ HasDerivAt g 0 z := by
      intro z
      obtain ⟨et, ex, ut, ux, h1, h2, h3, h4, e1, e2⟩ := hs z 0
      have hf : HasDerivAt f ex z := by simpa using h2
      have hg : HasDerivAt g ux z := by simpa using h4
      have het : et = -c * ex :=
        h1.unique (travelling_deriv (c := c) (x := z) (t := 0) (by simpa using hf)).1
      have hut : ut = -c * ux :=
        h3.unique (travelling_deriv (c := c) (x := z) (t := 0) (by simpa using hg)).1
      rw [het] at e1
      rw [hut] at e2
      have hprod : ux * (energyMoment v - 3 * momentumMoment v * c ^ 2) = 0 := by
        linear_combination 3 / 4 * e1 + 9 / 4 * c * e2
      have hux : ux = 0 := (mul_eq_zero.mp hprod).resolve_right hne
      have hex : ex = 0 := by
        linear_combination 3 * e2 + 4 * momentumMoment v * c * hux
      rw [hex] at hf
      rw [hux] at hg
      exact ⟨hf, hg⟩
    rcases hab with h | h
    · exact h (is_const_of_deriv_eq_zero (fun z => (key z).1.differentiableAt)
        (fun z => (key z).1.deriv) a b)
    · exact h (is_const_of_deriv_eq_zero (fun z => (key z).2.differentiableAt)
        (fun z => (key z).2.deriv) a b)
  · intro hc
    exact ⟨fun z => z, fun z => 3 * c / (4 * energyMoment v) * z,
      ⟨0, 1, Or.inl zero_ne_one⟩, every_profile_travels v hv hc differentiable_id⟩

/-- If all branches, one or several, share the speed `w > 0`, then `E0 / (3 P0) = w ^ 2 / 3`. -/
theorem secondSoundSq_of_common_speed [Nonempty ι] (v : ι → ℝ) {w : ℝ} (hw : 0 < w)
    (h : ∀ j, v j = w) : secondSoundSq v = w ^ 2 / 3 := by
  have hP := (moments_pos v (fun j => by rw [h j]; exact hw)).2
  have hE : energyMoment v = w ^ 2 * momentumMoment v := by
    unfold energyMoment momentumMoment
    rw [Finset.mul_sum]
    refine Finset.sum_congr rfl (fun j _ => ?_)
    rw [h j]
    field_simp
  rw [secondSoundSq, hE]
  field_simp

/-- For positive branch speeds, the driftless squared speed exceeds `c ^ 2 = E0 / (3 P0)` by
the weighted spread `∑ (v_j ^ 2 - 3 c ^ 2) ^ 2 / v_j ^ 5` divided by `3 E0`. -/
theorem driftless_gap [Nonempty ι] (v : ι → ℝ) (hv : ∀ j, 0 < v j) :
    driftlessSq v - secondSoundSq v =
      (∑ j, (v j ^ 2 - 3 * secondSoundSq v) ^ 2 / v j ^ 5) / (3 * energyMoment v) := by
  obtain ⟨hE, hP⟩ := moments_pos v hv
  -- expand the square into the three moments
  have hsum : ∀ m : ℝ, ∑ j, (v j ^ 2 - m) ^ 2 / v j ^ 5 =
      ∑ j, 1 / v j - 2 * m * energyMoment v + m ^ 2 * momentumMoment v := by
    intro m
    unfold energyMoment momentumMoment
    rw [Finset.mul_sum, Finset.mul_sum, ← Finset.sum_sub_distrib, ← Finset.sum_add_distrib]
    refine Finset.sum_congr rfl (fun j _ => ?_)
    have hj := (hv j).ne'
    field_simp
    ring
  rw [hsum, driftlessSq, secondSoundSq]
  field_simp
  ring

/-- For positive branch speeds, `E0 / (3 P0)` is at most the driftless squared speed. -/
theorem secondSoundSq_le_driftlessSq [Nonempty ι] (v : ι → ℝ) (hv : ∀ j, 0 < v j) :
    secondSoundSq v ≤ driftlessSq v := by
  have hE := (moments_pos v hv).1
  rw [← sub_nonneg, driftless_gap v hv]
  refine div_nonneg (Finset.sum_nonneg (fun j _ => ?_)) (by positivity)
  exact div_nonneg (sq_nonneg _) (pow_pos (hv j) 5).le

/-- For positive branch speeds, the two squared speeds agree if and only if all branches have the
same speed. -/
theorem driftlessSq_eq_iff [Nonempty ι] (v : ι → ℝ) (hv : ∀ j, 0 < v j) :
    driftlessSq v = secondSoundSq v ↔ ∀ i j, v i = v j := by
  have hE := (moments_pos v hv).1
  have hgap := driftless_gap v hv
  constructor
  · intro h
    rw [h, sub_self] at hgap
    have hs := (div_eq_zero_iff.mp hgap.symm).resolve_right (by positivity)
    have hz := (Finset.sum_eq_zero_iff_of_nonneg
      (fun j _ => div_nonneg (sq_nonneg _) (pow_pos (hv j) 5).le)).mp hs
    -- a vanishing spread pins every squared speed to the same value
    have key : ∀ j, v j ^ 2 = 3 * secondSoundSq v := by
      intro j
      have h1 := (div_eq_zero_iff.mp (hz j (Finset.mem_univ j))).resolve_right
        (pow_pos (hv j) 5).ne'
      exact sub_eq_zero.mp ((pow_eq_zero_iff two_ne_zero).mp h1)
    intro i j
    exact (sq_eq_sq₀ (hv i).le (hv j).le).mp ((key i).trans (key j).symm)
  · intro h
    have hc := secondSoundSq_of_common_speed v (hv (Classical.arbitrary ι)) (fun j => h j _)
    have hs : ∑ j, (v j ^ 2 - 3 * secondSoundSq v) ^ 2 / v j ^ 5 = 0 := by
      refine Finset.sum_eq_zero (fun j _ => ?_)
      have h0 : v j ^ 2 - 3 * secondSoundSq v = 0 := by
        rw [hc, h j (Classical.arbitrary ι)]
        ring
      rw [h0]
      simp
    rw [hs, zero_div] at hgap
    exact sub_eq_zero.mp hgap

end

end SecondSound
```

```lean
#print axioms SecondSound.travelling_wave_iff
#print axioms SecondSound.secondSoundSq_of_common_speed
#print axioms SecondSound.secondSoundSq_le_driftlessSq
#print axioms SecondSound.driftlessSq_eq_iff
```

```
'SecondSound.travelling_wave_iff' depends on axioms: [propext, Classical.choice, Quot.sound]
'SecondSound.secondSoundSq_of_common_speed' depends on axioms: [propext, Classical.choice, Quot.sound]
'SecondSound.secondSoundSq_le_driftlessSq' depends on axioms: [propext, Classical.choice, Quot.sound]
'SecondSound.driftlessSq_eq_iff' depends on axioms: [propext, Classical.choice, Quot.sound]
```

## How the Lean proof is organised

`moments_pos` shows that \(E_0\) and \(P_0\) are positive, which justifies the divisions. `travelling_deriv` is the chain rule: a profile with slope \(a\) has time derivative \(-ca\) and space derivative \(a\).

In `every_profile_travels`, `k` is the ratio of drift to energy, \(3c/(4E_0)\). The relations `hk` and `hk2` say \(E_0k=3c/4\) and \(P_0ck=1/4\), and each makes one balance cancel through `linear_combination`.

For the forward direction of `travelling_wave_iff`, the proof assumes that \(c^2\) has a different value and evaluates the balances at time zero. Uniqueness of derivatives identifies the time derivatives with \(-c\) times the slopes. The step `hprod` eliminates \(f'\) and leaves \((E_0-3P_0c^2)g'=0\). Both slopes then vanish everywhere, and `is_const_of_deriv_eq_zero` contradicts non-constancy. The reverse direction applies `every_profile_travels` to the profile \(f(z)=z\).

`secondSoundSq_of_common_speed` proves \(E_0=w^2P_0\) term by term. In `driftless_gap`, `hsum` is the expanded square for arbitrary \(m\), and `field_simp` and `ring` finish the algebra after \(m=3c^2\) is inserted. `secondSoundSq_le_driftlessSq` follows because every term of the gap is non-negative.

For `driftlessSq_eq_iff`, a zero sum of non-negative terms makes each term zero. This fixes every \(v_j^2\), and positivity turns equal squares into equal speeds. The converse uses the common-speed result to make the gap vanish.
